# For an open chain with nearest-neighbour hopping and one-particle Hamiltonian T, the end-to-end entry of adj(θ − T) is the product of the hopping matrix elements

The theorem `adjugate_corner` concerns a real symmetric tridiagonal matrix T of size n + 1, which can be read as the Hamiltonian of one particle on a finite open chain with on-site energies `a` and nearest-neighbour hopping matrix elements `b`. It states that, for every real θ, the first-row, last-column entry of the adjugate of θ − T is the product of the n hopping matrix elements; none of them need be nonzero, and θ may be an eigenvalue. The attempt writes the entry as a signed determinant of the submatrix left after deleting the last row and first column. This submatrix is lower triangular with diagonal entries −b, so its determinant is a product and the signs cancel.

The first attempt, which Lean rejects:

```lean
import Mathlib

open Matrix Polynomial

namespace PaigeFormula

noncomputable section

variable {N : Type*} [Fintype N] [DecidableEq N]

/-- The real symmetric tridiagonal matrix of size `n + 1` with diagonal entries `a 0, ..., a n`
and off-diagonal entries `b 0, ..., b (n - 1)`. -/
def jacobi (n : ℕ) (a b : ℕ → ℝ) : Matrix (Fin (n + 1)) (Fin (n + 1)) ℝ :=
  Matrix.of fun i j =>
    if (i : ℕ) = (j : ℕ) then a i
    else if (i : ℕ) + 1 = (j : ℕ) then b i
    else if (j : ℕ) + 1 = (i : ℕ) then b j
    else 0

/-- The corner entry of the adjugate of `θ - T`, for tridiagonal `T`, is the product of the
off-diagonal entries, whatever the value of `θ`. -/
theorem adjugate_corner (n : ℕ) (a b : ℕ → ℝ) (θ : ℝ) :
    (θ • (1 : Matrix (Fin (n + 1)) (Fin (n + 1)) ℝ) - jacobi n a b).adjugate 0 (Fin.last n)
      = ∏ k ∈ Finset.range n, b k := by
  have upper : ∀ i j : Fin n, i < j →
      (θ • (1 : Matrix (Fin (n + 1)) (Fin (n + 1)) ℝ) - jacobi n a b) i.castSucc j.succ = 0 := by
    intro i j hij
    have hij' : (i : ℕ) < (j : ℕ) := hij
    have h2 : ¬ ((i.castSucc : ℕ) = (j.succ : ℕ)) := by
      change ¬ ((i : ℕ) = (j : ℕ) + 1); omega
    have h3 : ¬ ((i.castSucc : ℕ) + 1 = (j.succ : ℕ)) := by
      change ¬ ((i : ℕ) + 1 = (j : ℕ) + 1); omega
    have h4 : ¬ ((j.succ : ℕ) + 1 = (i.castSucc : ℕ)) := by
      change ¬ ((j : ℕ) + 1 + 1 = (i : ℕ)); omega
    have h1 : i.castSucc ≠ j.succ := fun h => h2 (congrArg Fin.val h)
    simp only [Matrix.sub_apply, Matrix.smul_apply, Matrix.one_apply_ne h1, jacobi,
      Matrix.of_apply, if_neg h2, if_neg h3, if_neg h4, smul_zero, sub_zero]
  have diag : ∀ i : Fin n,
      (θ • (1 : Matrix (Fin (n + 1)) (Fin (n + 1)) ℝ) - jacobi n a b) i.castSucc i.succ
        = (-1) * b i := by
    intro i
    have h2 : ¬ ((i.castSucc : ℕ) = (i.succ : ℕ)) := by
      change ¬ ((i : ℕ) = (i : ℕ) + 1); omega
    have h3 : (i.castSucc : ℕ) + 1 = (i.succ : ℕ) := rfl
    have h1 : i.castSucc ≠ i.succ := fun h => h2 (congrArg Fin.val h)
    have h5 : (θ • (1 : Matrix (Fin (n + 1)) (Fin (n + 1)) ℝ) - jacobi n a b)
        i.castSucc i.succ = -b (i.castSucc : ℕ) := by
      simp only [Matrix.sub_apply, Matrix.smul_apply, Matrix.one_apply_ne h1, jacobi,
        Matrix.of_apply, if_neg h2, if_pos h3, smul_zero, zero_sub]
    exact h5.trans (neg_one_mul _).symm
  -- deleting the last row and first column leaves a lower triangular matrix
  rw [Matrix.adjugate_fin_succ_eq_det_submatrix, Fin.succAbove_last, Fin.succAbove_zero,
    Matrix.det_of_lowerTriangular _ (fun i j hij => upper i j hij)]
  simp only [Matrix.submatrix_apply, diag, Fin.val_last, Fin.val_zero, add_zero]
  rw [Finset.prod_mul_distrib, Finset.prod_const, Finset.card_univ, Fintype.card_fin,
    Finset.prod_range, ← mul_assoc, ← mul_pow]
  norm_num

end

end PaigeFormula
```

Compiling this gives:

```
Main.lean:53:4: warning: `Matrix.det_of_lowerTriangular` has been deprecated: Use `Matrix.det_of_isLowerTriangular` instead
Main.lean:53:4: error: Tactic `rewrite` failed: Did not find an occurrence of the pattern
  det fun i j => (θ • 1 - jacobi n a b) i.castSucc j.succ
in the target expression
  (-1) ^ (↑(Fin.last n) + ↑0) * ((θ • 1 - jacobi n a b).submatrix Fin.castSucc Fin.succ).det = ∏ k ∈ Finset.range n, b k

n : ℕ
a b : ℕ → ℝ
θ : ℝ
upper : ∀ (i j : Fin n), i < j → (θ • 1 - jacobi n a b) i.castSucc j.succ = 0
diag : ∀ (i : Fin n), (θ • 1 - jacobi n a b) i.castSucc i.succ = -1 * b ↑i
⊢ (-1) ^ (↑(Fin.last n) + ↑0) * ((θ • 1 - jacobi n a b).submatrix Fin.castSucc Fin.succ).det = ∏ k ∈ Finset.range n, b k
```

The error says that `rw` could not find the determinant it was told to rewrite. The matrix argument had been left as `_`, so Lean inferred it from `upper`, which speaks of individual entries, and arrived at `fun i j => ...`. The goal contains the same matrix written with `submatrix`. The two agree once `submatrix` is unfolded, but `rw` does not unfold it when searching for its pattern. The mathematics of this step is not at fault.

The repair supplies the matrix explicitly in its `submatrix` form, so the pattern now matches the goal, and `upper` still serves as the proof that the entries above the diagonal vanish.

The warning is a separate matter: `Matrix.det_of_lowerTriangular` is a deprecated name. Replacing it with `Matrix.det_of_isLowerTriangular` is mere tidying and does not cure the error.

Fix (accepted with no message):

```diff
@@ -51,5 +51,7 @@
   -- deleting the last row and first column leaves a lower triangular matrix
   rw [Matrix.adjugate_fin_succ_eq_det_submatrix, Fin.succAbove_last, Fin.succAbove_zero,
-    Matrix.det_of_lowerTriangular _ (fun i j hij => upper i j hij)]
+    Matrix.det_of_isLowerTriangular
+      ((θ • (1 : Matrix (Fin (n + 1)) (Fin (n + 1)) ℝ) - jacobi n a b).submatrix
+        Fin.castSucc Fin.succ) (fun i j hij => upper i j hij)]
   simp only [Matrix.submatrix_apply, diag, Fin.val_last, Fin.val_zero, add_zero]
   rw [Finset.prod_mul_distrib, Finset.prod_const, Finset.card_univ, Fintype.card_fin,
```
